# The adjacency energy of a simple graph on $n$ vertices is at most $n(1+\sqrt n)/2$

In the Hückel model of a planar conjugated molecule, each of $n$ atoms contributes one p orbital with on-site energy $\alpha$, and bonded neighbours are coupled by a single hopping integral $\beta<0$. The Hamiltonian is $\alpha\,\mathbb 1+\beta A$, where $A$ is the adjacency matrix of the bond network, and the orbital energies are $\alpha+\beta\lambda_i$ with $\lambda_i$ the eigenvalues of $A$. Orbitals with $\lambda_i>0$ are bonding. If each of them holds two electrons and the antibonding ones are empty, the binding energy relative to isolated p orbitals is $2|\beta|\sum_{\lambda_i>0}\lambda_i$. Because $A$ has zero diagonal, the $\lambda_i$ add up to zero, so this equals $|\beta|E$ with
$$E=\sum_i|\lambda_i| .$$
How large can $E$ be if only the number of atoms is known, and not the number or pattern of bonds?

## Energy and orbitals of a symmetric matrix

The argument needs only a real symmetric matrix $A$ with entries between 0 and 1. This includes networks with unequal bonds, where $\beta$ is the strongest hopping and the entries are relative strengths. The sites form a finite type `V`, and $n$ is `Fintype.card V`.

In Lean 4 with Mathlib:

```lean
import Mathlib

open Matrix

namespace GraphEnergyCeiling

noncomputable section

variable {V : Type*} [Fintype V] [DecidableEq V] {A : Matrix V V ℝ}
```

For a real matrix, `IsHermitian` means symmetric. The energy defined next is a dimensionless, nonnegative number. When the diagonal of $A$ is zero, it is the binding energy above in units of $|\beta|$. Since $\beta<0$, a large positive eigenvalue belongs to a low-lying orbital.

```lean
/-- The energy of a real symmetric matrix: the sum of the absolute values of its eigenvalues. -/
def spectralEnergy (hA : A.IsHermitian) : ℝ := ∑ i, |hA.eigenvalues i|
```

The eigenvalues are labelled by the elements of `V`, but label $i$ has no special relation to site $i$. The eigenvector $\varphi_i$ belonging to $\lambda_i$ is written as a function on the sites.

```lean
/-- The `i`-th normalised eigenvector of a real symmetric matrix, as a function on the sites. -/
def orbital (hA : A.IsHermitian) (i : V) : V → ℝ := (hA.eigenvectorBasis i).ofLp
```

For a simple graph, $A_{ij}=1$ if $i$ and $j$ are joined and $0$ otherwise. Being joined is a symmetric relation, so $A$ is symmetric and the graph has an energy.

```lean
omit [Fintype V] [DecidableEq V] in
/-- The adjacency matrix of a simple graph is real symmetric. -/
theorem adjMatrix_isHermitian (G : SimpleGraph V) [DecidableRel G.Adj] :
    (G.adjMatrix ℝ).IsHermitian :=
  Matrix.IsHermitian.ext fun i j => by
    simp [SimpleGraph.adjMatrix_apply, G.adj_comm i j]

/-- The energy of a graph: the sum of the absolute values of its adjacency eigenvalues. -/
def graphEnergy (G : SimpleGraph V) [DecidableRel G.Adj] : ℝ :=
  spectralEnergy (adjMatrix_isHermitian G)
```

This definition contains no electrons. Reading $E$ as the π binding energy assumes the filling described above, which is that of a neutral alternant hydrocarbon; for a graph, any other filling binds by at most $|\beta|E$.

## Squared eigenvalues and squared entries

The $\varphi_i$ form an orthonormal basis, so for any real vectors $x$ and $y$
$$\sum_i (x\cdot\varphi_i)(y\cdot\varphi_i)=x\cdot y .$$
Mathlib has this for its inner product; the lemma restates it for the plain dot product `⬝ᵥ`.

```lean
/-- The orbitals are complete: the overlap of two vectors is the sum over orbitals of the
products of their components. -/
theorem orbital_complete (hA : A.IsHermitian) (x y : V → ℝ) :
    ∑ i, (x ⬝ᵥ orbital hA i) * (y ⬝ᵥ orbital hA i) = x ⬝ᵥ y := by
  have h := hA.eigenvectorBasis.sum_inner_mul_inner (WithLp.toLp 2 x) (WithLp.toLp 2 y)
  simpa only [dotProduct, orbital, PiLp.inner_apply, RCLike.inner_apply, conj_trivial,
    mul_comm] using h
```

Normalisation, $\varphi_i\cdot\varphi_i=1$, is restated in the same way.

```lean
/-- Each orbital is normalised to one. -/
theorem orbital_normalised (hA : A.IsHermitian) (i : V) :
    orbital hA i ⬝ᵥ orbital hA i = 1 := by
  have h : inner ℝ (hA.eigenvectorBasis i) (hA.eigenvectorBasis i) = 1 := by
    rw [real_inner_self_eq_norm_sq, hA.eigenvectorBasis.orthonormal.1 i, one_pow]
  simpa only [dotProduct, orbital, PiLp.inner_apply, RCLike.inner_apply, conj_trivial] using h
```

Now take $x$ and $y$ both equal to row $r$ of $A$. Its overlap with $\varphi_i$ is $(A\varphi_i)(r)=\lambda_i\varphi_i(r)$, hence
$$\sum_s A_{rs}^2=\sum_i\lambda_i^2\,\varphi_i(r)^2 .$$
Summing over $r$ and using normalisation gives
$$\sum_i\lambda_i^2=\sum_{r,s}A_{rs}^2 .$$
The local fact `row` is the first formula; exchanging the two sums gives the second. For a graph the right side is twice the number of edges.

```lean
/-- The squared eigenvalues of a real symmetric matrix add up to its squared entries. -/
theorem sum_sq_eigenvalues (hA : A.IsHermitian) :
    ∑ i, hA.eigenvalues i ^ 2 = ∑ r, ∑ s, A r s ^ 2 := by
  have row : ∀ r, ∑ s, A r s ^ 2 = ∑ i, hA.eigenvalues i ^ 2 * (orbital hA i r) ^ 2 := by
    intro r
    have h := orbital_complete hA (A r) (A r)
    have e : ∀ i, A r ⬝ᵥ orbital hA i = hA.eigenvalues i * orbital hA i r :=
      fun i => congrFun (hA.mulVec_eigenvectorBasis i) r
    calc ∑ s, A r s ^ 2 = A r ⬝ᵥ A r := by simp only [dotProduct, pow_two]
      _ = _ := by
        rw [← h]
        refine Finset.sum_congr rfl fun i _ => ?_
        rw [e i]
        ring
  rw [Finset.sum_congr rfl fun r _ => row r, Finset.sum_comm]
  refine Finset.sum_congr rfl fun i _ => ?_
  have hn : ∑ r, (orbital hA i r) ^ 2 = 1 := by
    simpa only [dotProduct, pow_two] using orbital_normalised hA i
  rw [← Finset.mul_sum, hn, mul_one]
```

## A uniform trial vector bounds the top eigenvalue

Let $n\ge1$, let $\lambda_k$ be the largest eigenvalue, and let $o$ be the vector with every component 1, so that $o\cdot o=n$. By symmetry of $A$, $(Ao)\cdot\varphi_i=o\cdot(A\varphi_i)=\lambda_i\,(o\cdot\varphi_i)$. Completeness then gives the variational estimate
$$\sum_{i,j}A_{ij}=(Ao)\cdot o=\sum_i\lambda_i\,(o\cdot\varphi_i)^2\le\lambda_k\sum_i(o\cdot\varphi_i)^2=n\lambda_k .$$
The left side is nonnegative, so $\lambda_k\ge0$. Entries between 0 and 1 satisfy $A_{ij}^2\le A_{ij}$, and therefore
$$\sum_i\lambda_i^2=\sum_{i,j}A_{ij}^2\le\sum_{i,j}A_{ij}\le n\lambda_k .$$
In the code, `e` is the symmetry step and `hsum` the variational estimate; the closing `nlinarith` proves $A_{ij}^2\le A_{ij}$.

```lean
/-- If all entries of a real symmetric matrix on at least one site lie between 0 and 1, some
eigenvalue is nonnegative and, times the number of sites, bounds the sum of squared eigenvalues. -/
theorem exists_dominant_level [Nonempty V] (hA : A.IsHermitian)
    (h0 : ∀ i j, 0 ≤ A i j) (h1 : ∀ i j, A i j ≤ 1) :
    ∃ k, 0 ≤ hA.eigenvalues k ∧
      ∑ i, hA.eigenvalues i ^ 2 ≤ Fintype.card V * hA.eigenvalues k := by
  obtain ⟨k, hk⟩ := Finite.exists_max hA.eigenvalues
  have hT : Aᵀ = A := by
    have h := hA.eq
    rwa [Matrix.conjTranspose_eq_transpose_of_trivial] at h
  -- the uniform trial vector
  let o : V → ℝ := fun _ => 1
  have e : ∀ i, (A *ᵥ o) ⬝ᵥ orbital hA i = hA.eigenvalues i * (o ⬝ᵥ orbital hA i) := by
    intro i
    have hv : A *ᵥ orbital hA i = hA.eigenvalues i • orbital hA i :=
      hA.mulVec_eigenvectorBasis i
    calc (A *ᵥ o) ⬝ᵥ orbital hA i = (o ᵥ* Aᵀ) ⬝ᵥ orbital hA i := by
          rw [Matrix.vecMul_transpose]
      _ = o ⬝ᵥ (A *ᵥ orbital hA i) := by rw [hT, Matrix.dotProduct_mulVec]
      _ = _ := by rw [hv, dotProduct_smul, smul_eq_mul]
  have hsum : ∑ i, ∑ j, A i j ≤ Fintype.card V * hA.eigenvalues k := by
    calc ∑ i, ∑ j, A i j = (A *ᵥ o) ⬝ᵥ o := by simp [o, Matrix.mulVec, dotProduct]
      _ = ∑ i, ((A *ᵥ o) ⬝ᵥ orbital hA i) * (o ⬝ᵥ orbital hA i) :=
          (orbital_complete hA _ _).symm
      _ ≤ ∑ i, hA.eigenvalues k * ((o ⬝ᵥ orbital hA i) * (o ⬝ᵥ orbital hA i)) := by
          refine Finset.sum_le_sum fun i _ => ?_
          rw [e i, mul_assoc]
          exact mul_le_mul_of_nonneg_right (hk i) (mul_self_nonneg _)
      _ = Fintype.card V * hA.eigenvalues k := by
          rw [← Finset.mul_sum, orbital_complete]
          simp [o, dotProduct, mul_comm]
  have hpos : 0 ≤ ∑ i, ∑ j, A i j :=
    Finset.sum_nonneg fun i _ => Finset.sum_nonneg fun j _ => h0 i j
  have hn : (0 : ℝ) < Fintype.card V := by exact_mod_cast Fintype.card_pos
  refine ⟨k, (mul_nonneg_iff_of_pos_left hn).mp (hpos.trans hsum), ?_⟩
  rw [sum_sq_eigenvalues]
  refine le_trans (Finset.sum_le_sum fun i _ => Finset.sum_le_sum fun j _ => ?_) hsum
  nlinarith [h0 i j, h1 i j]
```

## The gap to the ceiling as a sum of squares

Let $l_i$ be any $n$ real numbers, one of which, $l_k$, is nonnegative. Expanding the squares gives
$$\sum_i\Big(|l_i|-\tfrac{\sqrt n}{2}\Big)^2=\sum_i l_i^2-\sqrt n\sum_i|l_i|+\tfrac{n^2}{4}.$$
The term $i=k$ is $(l_k-\sqrt n/2)^2$, since $|l_k|=l_k$. It is exchanged for a different square by means of
$$\Big(l_k-\tfrac{n+\sqrt n}{2}\Big)^2-\Big(l_k-\tfrac{\sqrt n}{2}\Big)^2=-n\,l_k+\tfrac{n^2}{4}+\tfrac{n\sqrt n}{2}.$$
Adding the two equations and rearranging yields
$$\sqrt n\Big(\tfrac{n(1+\sqrt n)}{2}-\sum_i|l_i|\Big)=\Big(n\,l_k-\sum_i l_i^2\Big)+\Big(l_k-\tfrac{n+\sqrt n}{2}\Big)^2+\sum_{i\ne k}\Big(|l_i|-\tfrac{\sqrt n}{2}\Big)^2 .$$
Inside the proof $\sqrt n$ is abbreviated to `s`, which no longer denotes a site. There `h1` is the expansion, `h2` splits off the term $k$, and `linear_combination` does the remaining algebra.

```lean
/-- For real levels `l` with `l k` nonnegative, the gap between the ceiling and the energy, times
the root of the number of levels, is a difference `n l k - ∑ l i ^ 2` plus a sum of squares. -/
theorem deficit_identity (l : V → ℝ) (k : V) (hk : 0 ≤ l k) :
    √(Fintype.card V : ℝ) *
        (Fintype.card V * (1 + √(Fintype.card V : ℝ)) / 2 - ∑ i, |l i|) =
      (Fintype.card V * l k - ∑ i, l i ^ 2) +
        (l k - (Fintype.card V + √(Fintype.card V : ℝ)) / 2) ^ 2 +
        ∑ i ∈ Finset.univ.erase k, (|l i| - √(Fintype.card V : ℝ) / 2) ^ 2 := by
  have hs : √(Fintype.card V : ℝ) ^ 2 = Fintype.card V := Real.sq_sqrt (Nat.cast_nonneg _)
  generalize √(Fintype.card V : ℝ) = s at hs ⊢
  have h1 : ∑ i, (|l i| - s / 2) ^ 2 =
      ∑ i, l i ^ 2 - s * ∑ i, |l i| + Fintype.card V * (s ^ 2 / 4) := by
    calc ∑ i, (|l i| - s / 2) ^ 2 = ∑ i, (l i ^ 2 - s * |l i| + s ^ 2 / 4) :=
          Finset.sum_congr rfl fun i _ => by linear_combination sq_abs (l i)
      _ = _ := by
          rw [Finset.sum_add_distrib, Finset.sum_sub_distrib, ← Finset.mul_sum,
            Finset.sum_const, Finset.card_univ, nsmul_eq_mul]
  have h2 := Finset.add_sum_erase Finset.univ (fun i => (|l i| - s / 2) ^ 2)
    (Finset.mem_univ k)
  simp only [abs_of_nonneg hk] at h2
  linear_combination ((Fintype.card V : ℝ) / 4) * hs - h2 - h1
```

## The ceiling for matrices and for graphs

Put $l_i=\lambda_i$, with $k$ from the trial-vector estimate. The first bracket on the right is nonnegative by that estimate, and the rest are squares. Dividing by $\sqrt n>0$ gives $E\le n(1+\sqrt n)/2$. With no sites, both sides are zero.

```lean
/-- A real symmetric matrix on `n` sites with all entries between 0 and 1 has energy at most
`n (1 + √n) / 2`. -/
theorem spectralEnergy_le (hA : A.IsHermitian)
    (h0 : ∀ i j, 0 ≤ A i j) (h1 : ∀ i j, A i j ≤ 1) :
    spectralEnergy hA ≤ Fintype.card V * (1 + √(Fintype.card V : ℝ)) / 2 := by
  rcases isEmpty_or_nonempty V with hV | hV
  · simp [spectralEnergy]
  obtain ⟨k, hk, hsq⟩ := exists_dominant_level hA h0 h1
  have hs : 0 < √(Fintype.card V : ℝ) :=
    Real.sqrt_pos.mpr (by exact_mod_cast Fintype.card_pos)
  have hd := deficit_identity hA.eigenvalues k hk
  have hr : 0 ≤ ∑ i ∈ Finset.univ.erase k,
      (|hA.eigenvalues i| - √(Fintype.card V : ℝ) / 2) ^ 2 :=
    Finset.sum_nonneg fun i _ => sq_nonneg _
  -- every term of the deficit is nonnegative
  refine sub_nonneg.mp ((mul_nonneg_iff_of_pos_left hs).mp ?_)
  rw [spectralEnergy, hd]
  exact add_nonneg (add_nonneg (sub_nonneg.mpr hsq) (sq_nonneg _)) hr
```

The entries of an adjacency matrix are 0 or 1, so the bound holds for every finite simple graph. The number of edges does not enter. For electronic structure this caps the π binding energy, in units of $|\beta|$, by the number of atoms alone, within a non-interacting model with one hopping parameter. For actual conjugated hydrocarbons the cap is loose: each carbon has at most three carbon neighbours, so $\sum_i\lambda_i^2\le3n$, and the Cauchy–Schwarz inequality gives $E\le\sqrt3\,n$, which is the smaller bound for $n\ge7$.

```lean
/-- Every simple graph on `n` vertices, whatever its number of edges, has energy at most
`n (1 + √n) / 2`. -/
theorem graphEnergy_le (G : SimpleGraph V) [DecidableRel G.Adj] :
    graphEnergy G ≤ Fintype.card V * (1 + √(Fintype.card V : ℝ)) / 2 := by
  refine spectralEnergy_le _ (fun i j => ?_) (fun i j => ?_) <;>
    rw [SimpleGraph.adjMatrix_apply] <;> split_ifs <;> norm_num
```

## Spectra that reach the ceiling

Let $n\ge1$. If $E$ equals the ceiling, the left side of the identity is zero, so each nonnegative term on the right vanishes. This forces
$$\lambda_k=\frac{n+\sqrt n}{2},\qquad |\lambda_i|=\frac{\sqrt n}{2}\quad(i\ne k).$$
Conversely, such a spectrum has energy
$$\frac{n+\sqrt n}{2}+(n-1)\frac{\sqrt n}{2}=\frac{n(1+\sqrt n)}{2}.$$
For this direction the code writes each $|\lambda_i|$ as $\sqrt n/2$, plus $n/2$ when $i=k$, and sums.

The graph bound is known as the Koolen–Moulton bound, whose equality case is usually phrased in terms of strongly regular graphs. The criterion proved here concerns eigenvalues only and does not say for which $n$ a suitable matrix exists.

```lean
/-- For a real symmetric matrix on `n ≥ 1` sites with entries between 0 and 1, the ceiling is
reached exactly when one eigenvalue is `(n + √n) / 2` and all others are `√n / 2` in size. -/
theorem spectralEnergy_eq_iff [Nonempty V] (hA : A.IsHermitian)
    (h0 : ∀ i j, 0 ≤ A i j) (h1 : ∀ i j, A i j ≤ 1) :
    spectralEnergy hA = Fintype.card V * (1 + √(Fintype.card V : ℝ)) / 2 ↔
      ∃ k, hA.eigenvalues k = (Fintype.card V + √(Fintype.card V : ℝ)) / 2 ∧
        ∀ i, i ≠ k → |hA.eigenvalues i| = √(Fintype.card V : ℝ) / 2 := by
  constructor
  · intro hE
    obtain ⟨k, hk, hsq⟩ := exists_dominant_level hA h0 h1
    have hd := deficit_identity hA.eigenvalues k hk
    rw [spectralEnergy] at hE
    rw [hE, sub_self, mul_zero] at hd
    have hr : 0 ≤ ∑ i ∈ Finset.univ.erase k,
        (|hA.eigenvalues i| - √(Fintype.card V : ℝ) / 2) ^ 2 :=
      Finset.sum_nonneg fun i _ => sq_nonneg _
    have hq := sq_nonneg (hA.eigenvalues k - (Fintype.card V + √(Fintype.card V : ℝ)) / 2)
    -- a vanishing sum of nonnegative terms vanishes term by term
    refine ⟨k, sub_eq_zero.mp (pow_eq_zero_iff two_ne_zero |>.mp (by linarith)), ?_⟩
    intro i hi
    have hz := (Finset.sum_eq_zero_iff_of_nonneg fun i _ => sq_nonneg _).mp
      (le_antisymm (by linarith) hr) i (Finset.mem_erase.mpr ⟨hi, Finset.mem_univ i⟩)
    exact sub_eq_zero.mp (pow_eq_zero_iff two_ne_zero |>.mp hz)
  · rintro ⟨k, hk, hi⟩
    have h : ∀ i, |hA.eigenvalues i| =
        √(Fintype.card V : ℝ) / 2 + if i = k then (Fintype.card V : ℝ) / 2 else 0 := by
      intro i
      by_cases hik : i = k
      · rw [hik, hk, if_pos rfl, abs_of_nonneg (by positivity)]
        ring
      · rw [hi i hik, if_neg hik, add_zero]
    rw [spectralEnergy, Finset.sum_congr rfl fun i _ => h i, Finset.sum_add_distrib,
      Finset.sum_const, Finset.card_univ, nsmul_eq_mul, Finset.sum_ite_eq',
      if_pos (Finset.mem_univ k)]
    ring
```

## Four mutually bonded sites

The complete graph on four vertices, written `⊤` on `Fin 4`, shows that the ceiling can be reached. Let $v$ be a normalised eigenvector with eigenvalue $l$, and let $S=v_0+v_1+v_2+v_3$. Each site is joined to the three others, so $S-v_r=l\,v_r$, that is, $S=(l+1)v_r$. Summing $S-v_r=l\,v_r$ over $r$ gives $3S=lS$. Together these give
$$(l-3)(l+1)\,v_r=0\quad\text{for every } r .$$
Multiplying by $v_r$, summing and using $v\cdot v=1$ leaves $(l-3)(l+1)=0$. So $l$ is $3$ or $-1$, and in both cases $|l|=(l+3)/2$. The trace of $A$ is zero, hence
$$E=\sum_i\frac{\lambda_i+3}{2}=\frac{0+12}{2}=6=\frac{4(1+\sqrt4)}{2}.$$
No multiplicities are needed. In the code, `e0` to `e3` are the four eigenvalue equations, `p0` to `p3` the products that vanish, and `ht` the zero trace.

The network is a model and not a planar conjugated molecule, since four points in a plane cannot all be equally far apart. It also shows the role of the filling. The value 6 belongs to two electrons in the single bonding orbital; four electrons would bind by only $2\cdot3-2\cdot1=4$ in units of $|\beta|$.

```lean
/-- The complete graph on four vertices reaches the ceiling. -/
theorem graphEnergy_complete_four :
    graphEnergy (⊤ : SimpleGraph (Fin 4)) = 4 * (1 + √(4 : ℝ)) / 2 := by
  have key : ∀ (l : ℝ) (v : Fin 4 → ℝ),
      (∀ r, ∑ s, (⊤ : SimpleGraph (Fin 4)).adjMatrix ℝ r s * v s = l * v r) →
      v ⬝ᵥ v = 1 → |l| = (l + 3) / 2 := by
    intro l v e N
    have e0 : v 1 + v 2 + v 3 = l * v 0 := by
      rw [← e 0]; simp [Fin.sum_univ_four, SimpleGraph.adjMatrix_apply]
    have e1 : v 0 + v 2 + v 3 = l * v 1 := by
      rw [← e 1]; simp [Fin.sum_univ_four, SimpleGraph.adjMatrix_apply]
    have e2 : v 0 + v 1 + v 3 = l * v 2 := by
      rw [← e 2]; simp [Fin.sum_univ_four, SimpleGraph.adjMatrix_apply]
    have e3 : v 0 + v 1 + v 2 = l * v 3 := by
      rw [← e 3]; simp [Fin.sum_univ_four, SimpleGraph.adjMatrix_apply]
    simp only [dotProduct, Fin.sum_univ_four] at N
    have p0 : (l - 3) * (l + 1) * v 0 = 0 := by
      linear_combination -(l - 2) * e0 - e1 - e2 - e3
    have p1 : (l - 3) * (l + 1) * v 1 = 0 := by
      linear_combination -(l - 2) * e1 - e0 - e2 - e3
    have p2 : (l - 3) * (l + 1) * v 2 = 0 := by
      linear_combination -(l - 2) * e2 - e0 - e1 - e3
    have p3 : (l - 3) * (l + 1) * v 3 = 0 := by
      linear_combination -(l - 2) * e3 - e0 - e1 - e2
    have hp : (l - 3) * (l + 1) = 0 := by
      linear_combination v 0 * p0 + v 1 * p1 + v 2 * p2 + v 3 * p3 - (l - 3) * (l + 1) * N
    rcases mul_eq_zero.mp hp with h | h
    · rw [show l = 3 by linarith]; norm_num
    · rw [show l = -1 by linarith]; norm_num
  let hA := adjMatrix_isHermitian (⊤ : SimpleGraph (Fin 4))
  -- the levels add up to the trace, which is zero
  have ht : ∑ i, hA.eigenvalues i = 0 := by
    have t := hA.trace_eq_sum_eigenvalues
    rw [SimpleGraph.trace_adjMatrix] at t
    simpa using t.symm
  have hl : ∀ i, |hA.eigenvalues i| = (hA.eigenvalues i + 3) / 2 := fun i =>
    key _ (orbital hA i) (fun r => congrFun (hA.mulVec_eigenvectorBasis i) r)
      (orbital_normalised hA i)
  have hs : √(4 : ℝ) = 2 := by
    rw [show (4 : ℝ) = 2 ^ 2 by norm_num]
    exact Real.sqrt_sq (by norm_num)
  change ∑ i, |hA.eigenvalues i| = _
  rw [Finset.sum_congr rfl fun i _ => hl i, ← Finset.sum_div, Finset.sum_add_distrib, ht, hs]
  norm_num

end

end GraphEnergyCeiling
```

```lean
#print axioms GraphEnergyCeiling.graphEnergy_le
-- 'GraphEnergyCeiling.graphEnergy_le' depends on axioms: [propext, Classical.choice, Quot.sound]
#print axioms GraphEnergyCeiling.spectralEnergy_eq_iff
-- 'GraphEnergyCeiling.spectralEnergy_eq_iff' depends on axioms: [propext, Classical.choice, Quot.sound]
#print axioms GraphEnergyCeiling.graphEnergy_complete_four
-- 'GraphEnergyCeiling.graphEnergy_complete_four' depends on axioms: [propext, Classical.choice, Quot.sound]
```
